# Equal slope in every direction at the Dirac point of the nearest-neighbour honeycomb model

Fit a parabola to the upper honeycomb band at the point where it touches the lower one, and the effective mass that comes out depends on the grid. Each halving of a small momentum step roughly halves the fitted mass, because the band has a kink at that point and no curvature to fit. Knowing that the bands touch does not reveal this, since two bands can also touch quadratically. What is needed is the rate at which they separate.

Even with a linear law in hand, the coordinates can mislead. In reduced momenta the slope differs from one direction to another, although the cone in the plane is round.

## Two bands from one complex sum

The honeycomb lattice has two sites per cell. Take one orbital on each site, with all orbitals orthonormal, zero on-site energy, and the same real hopping amplitude $\tau$ between all nearest neighbours; $\tau$ stands for the matrix element of the one-electron Hamiltonian between adjacent orbitals. A site has three neighbours on the other sublattice, one in its own cell and two in adjacent cells. If $x$ and $y$ are the phase angles acquired on moving by the lattice vectors that lead to those two adjacent cells, the three hops add up to $\tau f(x,y)$, with

$$f(x,y) = 1 + e^{ix} + e^{iy}.$$

The Bloch Hamiltonian has zero diagonal and off-diagonal entries $\tau f$ and $\tau\bar f$. Its secular determinant at energy $E$ is

$$E^2 - \tau^2|f|^2 = (E - |\tau||f|)(E + |\tau||f|),$$

so the bands are $\pm|\tau||f|$, and they touch where $f = 0$.

For non-interacting electrons in this model, the Cartesian slope for a unit vector, computed below, gives the group speed near the touching point when divided by $\hbar$. This is the approximate speed of a wave packet built from one band, with wave vectors close to that point but spread over a range much narrower than their distance from it. The slope also gives a tight-binding code a number to reproduce there.

## The limits and their Lean form

The central theorem, `dirac_cone_slope`, says that for all real $p$ and $q$

$$\lim_{t\to 0}\frac{\left|f\!\left(\tfrac{2\pi}{3}+tp,\,-\tfrac{2\pi}{3}+tq\right)\right|}{|t|} = \sqrt{p^2-pq+q^2}.$$

The pair $(p,q)$ is a direction in reduced momentum and $t$ is a signed parameter along it. The filter `𝓝[≠] 0` lets $t$ approach zero from both sides without taking the value zero. By `slope_pos_iff`, the limit is positive exactly when $p$ and $q$ are not both zero.

In the file, $f$ is `structureFactor`, the matrix is `blochHamiltonian`, and `upperBand` is $|\tau||f|$. The theorem `secular_equation` connects the last two: a complex number $E$ makes the determinant of $H - E$ vanish if and only if it is plus or minus `upperBand`.

The theorem `isotropic_band_slope` passes to a Cartesian wave vector $(u,v)$ measured from the Dirac point. The lattice vectors are $a(1/2,\sqrt3/2)$ and $a(-1/2,\sqrt3/2)$, so $|a|$ is the lattice constant. The upper band then has slope

$$|\tau|\,\frac{\sqrt3}{2}\,|a|\,\sqrt{u^2+v^2},$$

which for a unit vector is $\frac{\sqrt3}{2}|\tau||a|$ in every direction. The theorem also admits $\tau = 0$ and $a = 0$, where the slope is zero and there is no cone.

The lattice geometry enters only through the expressions substituted for $p$ and $q$. Each limit is taken along one fixed straight line, with no error bound uniform in the direction, and only the Dirac point at $(2\pi/3,-2\pi/3)$ is treated. The word "Dirac" refers here to the energy slope: no effective Dirac Hamiltonian or spinor structure is derived.

## From the phases to the slope

Write $\omega = e^{2\pi i/3} = -\tfrac12 + \tfrac{\sqrt3}{2}i$. The phase at $-2\pi/3$ is its conjugate $\bar\omega$, and

$$1 + \omega + \bar\omega = 1 - \tfrac12 - \tfrac12 = 0,$$

so $f$ vanishes at the Dirac point. Now follow $f$ along the line:

$$F(t) = 1 + \omega e^{itp} + \bar\omega e^{itq}, \qquad F(0) = 0, \qquad F'(0) = i(p\omega + q\bar\omega).$$

Because $F(0) = 0$, the difference quotient at zero is simply $F(t)/t$, and it tends to $F'(0)$. Taking moduli gives $|F(t)|/|t| \to |F'(0)|$. The factor $i$ has modulus one, and

$$p\omega + q\bar\omega = -\frac{p+q}{2} + \frac{\sqrt3}{2}(p-q)\,i,$$

so that

$$|F'(0)|^2 = \frac{(p+q)^2}{4} + \frac{3(p-q)^2}{4} = p^2 - pq + q^2.$$

For positivity, complete the square:

$$p^2 - pq + q^2 = \left(q - \frac p2\right)^2 + \frac34 p^2.$$

If this is zero, then $p = 0$ and hence $q = 0$.

## Why the cone is round

In reduced momenta the slope is $1$ along $(1,1)$ and $\sqrt3$ along $(1,-1)$, two directions of equal coordinate length. The difference comes from the oblique coordinates. The scalar products of $(u,v)$ with the lattice vectors are

$$p = a\left(\frac u2 + \frac{\sqrt3}{2}v\right), \qquad q = a\left(-\frac u2 + \frac{\sqrt3}{2}v\right),$$

which gives $p - q = au$ and $p + q = \sqrt3\,av$. Therefore

$$p^2 - pq + q^2 = \frac{3a^2v^2}{4} + \frac{3a^2u^2}{4} = \frac34 a^2(u^2+v^2).$$

The square root of this, multiplied by $|\tau|$, is the stated band slope.

## The honeycomb slope in Lean 4

```lean
import Mathlib

open Filter
open scoped Real Topology

namespace HoneycombDiracCone

noncomputable section

/-- The honeycomb structure factor `1 + exp(ix) + exp(iy)` at reduced momenta `x`, `y`. -/
def structureFactor (x y : ℝ) : ℂ :=
  1 + Complex.exp ((x : ℂ) * Complex.I) + Complex.exp ((y : ℂ) * Complex.I)

/-- The two-site Bloch Hamiltonian with real nearest-neighbour hopping amplitude `τ`. -/
def blochHamiltonian (τ x y : ℝ) : Matrix (Fin 2) (Fin 2) ℂ :=
  !![0, (τ : ℂ) * structureFactor x y;
     (τ : ℂ) * starRingEnd ℂ (structureFactor x y), 0]

/-- The upper band energy: the hopping strength times the modulus of the structure factor. -/
def upperBand (τ x y : ℝ) : ℝ := |τ| * ‖structureFactor x y‖

/-- The Bloch phase at angle `2π/3` in Cartesian form. -/
theorem phase_plus : Complex.exp (((2 * π / 3 : ℝ) : ℂ) * Complex.I) =
    ((-1 / 2 : ℝ) : ℂ) + ((Real.sqrt 3 / 2 : ℝ) : ℂ) * Complex.I := by
  have hc : Real.cos (2 * π / 3) = -1 / 2 := by
    rw [show 2 * π / 3 = π - π / 3 by ring, Real.cos_pi_sub, Real.cos_pi_div_three]
    norm_num
  have hs : Real.sin (2 * π / 3) = Real.sqrt 3 / 2 := by
    rw [show 2 * π / 3 = π - π / 3 by ring, Real.sin_pi_sub, Real.sin_pi_div_three]
  rw [Complex.exp_mul_I, ← Complex.ofReal_cos, ← Complex.ofReal_sin, hc, hs]

/-- The Bloch phase at angle `-2π/3` in Cartesian form. -/
theorem phase_minus : Complex.exp (((-(2 * π / 3) : ℝ) : ℂ) * Complex.I) =
    ((-1 / 2 : ℝ) : ℂ) + ((-(Real.sqrt 3 / 2) : ℝ) : ℂ) * Complex.I := by
  have hc : Real.cos (-(2 * π / 3)) = -1 / 2 := by
    rw [Real.cos_neg, show 2 * π / 3 = π - π / 3 by ring, Real.cos_pi_sub,
      Real.cos_pi_div_three]
    norm_num
  have hs : Real.sin (-(2 * π / 3)) = -(Real.sqrt 3 / 2) := by
    rw [Real.sin_neg, show 2 * π / 3 = π - π / 3 by ring, Real.sin_pi_sub,
      Real.sin_pi_div_three]
  rw [Complex.exp_mul_I, ← Complex.ofReal_cos, ← Complex.ofReal_sin, hc, hs]

/-- The structure factor vanishes at the Dirac point `(2π/3, -2π/3)`. -/
theorem structureFactor_dirac : structureFactor (2 * π / 3) (-(2 * π / 3)) = 0 := by
  rw [structureFactor, phase_plus, phase_minus]
  push_cast
  ring

/-- The derivative of the structure factor at `(x, y)` along the momentum direction `(p, q)`. -/
theorem hasDerivAt_structureFactor (x y p q : ℝ) :
    HasDerivAt (fun t : ℝ => structureFactor (x + t * p) (y + t * q))
      (Complex.exp ((x : ℂ) * Complex.I) * ((p : ℂ) * Complex.I) +
        Complex.exp ((y : ℂ) * Complex.I) * ((q : ℂ) * Complex.I)) 0 := by
  -- each Bloch phase is differentiated by the chain rule
  have phase : ∀ a r : ℝ, HasDerivAt
      (fun t : ℝ => Complex.exp (((a + t * r : ℝ) : ℂ) * Complex.I))
      (Complex.exp ((a : ℂ) * Complex.I) * ((r : ℂ) * Complex.I)) 0 := by
    intro a r
    have h : HasDerivAt (fun t : ℝ => a + t * r) r 0 :=
      (((hasDerivAt_id' (0 : ℝ)).mul_const r).const_add a).congr_deriv (one_mul r)
    exact ((h.ofReal_comp.mul_const Complex.I).cexp).congr_deriv (by simp)
  exact ((phase x p).const_add 1).add (phase y q)

/-- The modulus of the directional derivative at the Dirac point is `√(p² - pq + q²)`. -/
theorem norm_derivative_dirac (p q : ℝ) :
    ‖Complex.exp (((2 * π / 3 : ℝ) : ℂ) * Complex.I) * ((p : ℂ) * Complex.I) +
      Complex.exp (((-(2 * π / 3) : ℝ) : ℂ) * Complex.I) * ((q : ℂ) * Complex.I)‖ =
    Real.sqrt (p ^ 2 - p * q + q ^ 2) := by
  have h3 : Real.sqrt 3 ^ 2 = 3 := Real.sq_sqrt (by norm_num)
  rw [phase_plus, phase_minus, ← Real.sqrt_sq (norm_nonneg _), Complex.sq_norm,
    Complex.normSq_apply]
  congr 1
  simp only [Complex.add_re, Complex.add_im, Complex.mul_re, Complex.mul_im,
    Complex.ofReal_re, Complex.ofReal_im, Complex.I_re, Complex.I_im]
  linear_combination ((q - p) ^ 2 / 4) * h3

/-- Dirac cone slope: along the direction `(p, q)` from the Dirac point, the modulus of the
structure factor divided by `|t|` tends to `√(p² - pq + q²)` as `t` tends to zero. -/
theorem dirac_cone_slope (p q : ℝ) :
    Tendsto (fun t : ℝ =>
      ‖structureFactor (2 * π / 3 + t * p) (-(2 * π / 3) + t * q)‖ / |t|)
      (𝓝[≠] 0) (𝓝 (Real.sqrt (p ^ 2 - p * q + q ^ 2))) := by
  -- for a function vanishing at zero, the difference quotient is the function over `t`
  have key : ∀ (F : ℝ → ℂ) (D : ℂ), F 0 = 0 → HasDerivAt F D 0 →
      Tendsto (fun t : ℝ => ‖F t‖ / |t|) (𝓝[≠] 0) (𝓝 ‖D‖) := by
    intro F D h0 hF
    refine Tendsto.congr (fun t => ?_) hF.tendsto_slope_zero.norm
    rw [zero_add, h0, sub_zero, norm_smul, norm_inv, Real.norm_eq_abs, div_eq_inv_mul]
  rw [← norm_derivative_dirac]
  refine key _ _ ?_ (hasDerivAt_structureFactor (2 * π / 3) (-(2 * π / 3)) p q)
  simp only [zero_mul, add_zero]
  exact structureFactor_dirac

/-- The slope `√(p² - pq + q²)` is positive exactly when `p` and `q` are not both zero. -/
theorem slope_pos_iff (p q : ℝ) :
    0 < Real.sqrt (p ^ 2 - p * q + q ^ 2) ↔ ¬(p = 0 ∧ q = 0) := by
  rw [Real.sqrt_pos]
  constructor
  · rintro h ⟨hp, hq⟩
    rw [hp, hq] at h
    norm_num at h
  · intro h
    by_contra hn
    have hle := not_lt.mp hn
    -- completing the square in either variable forces the other to vanish
    have hp : p ^ 2 = 0 :=
      le_antisymm (by nlinarith [sq_nonneg (q - p / 2)]) (sq_nonneg p)
    have hq : q ^ 2 = 0 :=
      le_antisymm (by nlinarith [sq_nonneg (p - q / 2)]) (sq_nonneg q)
    exact h ⟨(pow_eq_zero_iff two_ne_zero).mp hp, (pow_eq_zero_iff two_ne_zero).mp hq⟩

/-- The eigenvalues of the Bloch Hamiltonian, as roots of its secular equation, are plus and
minus the upper band energy. -/
theorem secular_equation (τ x y : ℝ) (E : ℂ) :
    (blochHamiltonian τ x y - E • (1 : Matrix (Fin 2) (Fin 2) ℂ)).det = 0 ↔
      E = (upperBand τ x y : ℂ) ∨ E = -(upperBand τ x y : ℂ) := by
  have hf : structureFactor x y * starRingEnd ℂ (structureFactor x y) =
      (‖structureFactor x y‖ : ℂ) ^ 2 := by
    rw [Complex.mul_conj, Complex.normSq_eq_norm_sq, Complex.ofReal_pow]
  have hτ : ((|τ| : ℝ) : ℂ) ^ 2 = (τ : ℂ) ^ 2 := by
    rw [← Complex.ofReal_pow, sq_abs, Complex.ofReal_pow]
  -- the secular determinant factorises into the two bands
  have hdet : (blochHamiltonian τ x y - E • (1 : Matrix (Fin 2) (Fin 2) ℂ)).det =
      (E - (upperBand τ x y : ℂ)) * (E + (upperBand τ x y : ℂ)) := by
    rw [Matrix.det_fin_two, upperBand, Complex.ofReal_mul]
    simp [blochHamiltonian]
    linear_combination (-(τ : ℂ) ^ 2) * hf + (‖structureFactor x y‖ : ℂ) ^ 2 * hτ
  rw [hdet, mul_eq_zero, sub_eq_zero, add_eq_zero_iff_eq_neg]

/-- For lattice vectors `a(1/2, √3/2)` and `a(-1/2, √3/2)`, the upper band along the Cartesian
wave vector `(u, v)` from the Dirac point has slope `|τ| (√3/2) |a| √(u² + v²)`. -/
theorem isotropic_band_slope (τ a u v : ℝ) :
    Tendsto (fun t : ℝ =>
      upperBand τ (2 * π / 3 + t * (a * (u / 2 + Real.sqrt 3 / 2 * v)))
        (-(2 * π / 3) + t * (a * (-u / 2 + Real.sqrt 3 / 2 * v))) / |t|)
      (𝓝[≠] 0) (𝓝 (|τ| * (Real.sqrt 3 / 2 * |a| * Real.sqrt (u ^ 2 + v ^ 2)))) := by
  have h3 : Real.sqrt 3 ^ 2 = 3 := Real.sq_sqrt (by norm_num)
  have ha : |a| ^ 2 = a ^ 2 := sq_abs a
  -- in Cartesian components the quadratic form is a multiple of the squared length
  have hq : (a * (u / 2 + Real.sqrt 3 / 2 * v)) ^ 2 -
      (a * (u / 2 + Real.sqrt 3 / 2 * v)) * (a * (-u / 2 + Real.sqrt 3 / 2 * v)) +
      (a * (-u / 2 + Real.sqrt 3 / 2 * v)) ^ 2 =
      (Real.sqrt 3 / 2 * |a|) ^ 2 * (u ^ 2 + v ^ 2) := by
    linear_combination (-(Real.sqrt 3 ^ 2 / 4) * (u ^ 2 + v ^ 2)) * ha -
      (a ^ 2 * u ^ 2 / 4) * h3
  have h := (dirac_cone_slope (a * (u / 2 + Real.sqrt 3 / 2 * v))
    (a * (-u / 2 + Real.sqrt 3 / 2 * v))).const_mul |τ|
  rw [hq, Real.sqrt_mul (sq_nonneg _), Real.sqrt_sq (by positivity)] at h
  refine Tendsto.congr (fun t => ?_) h
  rw [upperBand]
  exact (mul_div_assoc _ _ _).symm

end

end HoneycombDiracCone
```

```lean
#print axioms HoneycombDiracCone.dirac_cone_slope
#print axioms HoneycombDiracCone.slope_pos_iff
#print axioms HoneycombDiracCone.secular_equation
#print axioms HoneycombDiracCone.isotropic_band_slope
```

```
'HoneycombDiracCone.dirac_cone_slope' depends on axioms: [propext, Classical.choice, Quot.sound]
'HoneycombDiracCone.slope_pos_iff' depends on axioms: [propext, Classical.choice, Quot.sound]
'HoneycombDiracCone.secular_equation' depends on axioms: [propext, Classical.choice, Quot.sound]
'HoneycombDiracCone.isotropic_band_slope' depends on axioms: [propext, Classical.choice, Quot.sound]
```

## Differentiate first, take the modulus afterwards

The proof turns on `HasDerivAt.tendsto_slope_zero`. The function whose growth is wanted, $|F(t)|$, has no two-sided derivative at $t = 0$ when the slope is positive, so the lemma does not apply to it directly. The complex function $F$ is smooth, and the proof works with that.

In Mathlib, `HasDerivAt F D 0` says that $F$ has derivative $D$ at zero. The lemma turns this into a limit over the punctured neighbourhood: $t^{-1}(F(0+t) - F(0))$ tends to $D$. Appending `.norm` uses the continuity of the norm to pass to moduli on both sides.

The local statement `key` inside `dirac_cone_slope` packages this for any $F$ with $F(0) = 0$. Its `Tendsto.congr` step replaces the modulus of the difference quotient by $|F(t)|/|t|$: the rewrites remove $F(0)$ and pull $|t|^{-1}$ out of the norm. The main theorem then supplies the particular $F$, its zero and its derivative.

## The algebra around the limit

The lemmas `phase_plus` and `phase_minus` give $\omega$ and $\bar\omega$ in Cartesian form, using the cosine and sine of $\pi/3$. With them, `structureFactor_dirac` reduces to the sum that vanishes.

The derivative comes from `hasDerivAt_structureFactor`, which holds at any starting point $(x,y)$. It applies the chain rule once to a general phase and uses the result for both exponentials.

In `norm_derivative_dirac` the modulus is written as the square root of its square, which is then expanded into real and imaginary parts. The final `linear_combination` uses $(\sqrt3)^2 = 3$ to reach $p^2 - pq + q^2$.

For `slope_pos_iff`, the nontrivial direction assumes that the quadratic form is not positive. Given the square $(q - p/2)^2$, `nlinarith` deduces $p^2 \le 0$; the mirrored square does the same for $q$.

The proof of `secular_equation` establishes the factorised determinant as `hdet`, from $f\bar f = |f|^2$ and $|\tau|^2 = \tau^2$, and reads off the two roots. In `isotropic_band_slope`, the identity `hq` is the Cartesian form of the quadratic expression. The earlier limit is multiplied by $|\tau|$ and the square root is split into its two factors, with $|a|$ appearing because a square root is never negative.
